# The Wigner function of the Gaussian cat state g(x−d) + g(x+d) takes negative values for every d ≠ 0

Let $g(x)=e^{-ax^2/2}$ with $a>0$, and let $\hbar>0$. At position $q$ and momentum $p$, the Wigner function of the unnormalised state $g(x-d)+g(x+d)$, with $d$ real, is

$$W(q,p)=C\,e^{-p^2/(a\hbar^2)}\Big[e^{-a(q-d)^2}+e^{-a(q+d)^2}+2e^{-aq^2}\cos\frac{2pd}{\hbar}\Big],\qquad C=\frac{\sqrt{\pi/a}}{\pi\hbar}>0 .$$

If $d\neq0$, it is negative at $q=0$, $p=(2k+1)\pi\hbar/(2d)$ for every integer $k$. It is nonnegative on all of phase space exactly when $d=0$.

The physical question is whether the Wigner function of a particle in a superposition of two places can be read as a probability density in phase space. For this one-dimensional, one-particle state, $W$ cannot be such a density once the packets are displaced, which matters to semiclassical simulations that draw initial positions and momenta from $W$.

## The state and its phase-space function

```lean
import Mathlib

open MeasureTheory GaussianFourier
open scoped Real ComplexConjugate

namespace CatStateWigner

noncomputable section
```

The convention is $W(q,p)=\frac{1}{\pi\hbar}\int\psi^*(q+y)\,\psi(q-y)\,e^{2ipy/\hbar}\,dy$, so $y$ is half the distance between the two arguments of $\psi$. In Lean, `hbar` is a real variable and `wigner` returns a complex number; that it is real for the cat state is part of what is proved.

```lean
/-- The Wigner function `(1/πħ) ∫ ψ*(q+y) ψ(q-y) exp(2ipy/ħ) dy` of a wave function `ψ`,
for `ħ ≠ 0`. -/
def wigner (hbar : ℝ) (ψ : ℝ → ℂ) (q p : ℝ) : ℂ :=
  1 / ((π : ℂ) * hbar) *
    ∫ y : ℝ, conj (ψ (q + y)) * ψ (q - y) * Complex.exp (Complex.I * (2 * p / hbar : ℝ) * y)
```

The packet is real and unnormalised.

```lean
/-- The unnormalised Gaussian wave packet `exp(-a x²/2)`. -/
def gaussian (a x : ℝ) : ℝ := Real.exp (-a * x ^ 2 / 2)
```

The general superposition has complex amplitudes $\alpha$ and $\beta$. The cat state has both equal to 1, and its packets are $2|d|$ apart.

```lean
/-- The superposition `α g(x-d) + β g(x+d)` of two displaced Gaussians. -/
def superposition (a d : ℝ) (α β : ℂ) (x : ℝ) : ℂ :=
  α * gaussian a (x - d) + β * gaussian a (x + d)

/-- The cat state `g(x-d) + g(x+d)`. -/
def cat (a d x : ℝ) : ℂ := gaussian a (x - d) + gaussian a (x + d)
```

Everything reduces to one integrand: a packet centred at $s$, a packet centred at $t$, and a plane wave of real wave number $k$, later set to $2p/\hbar$.

```lean
/-- The product of Gaussians centred at `s` and `t`, taken at `q+y` and `q-y`, times the
plane wave `exp(iky)`. -/
def pairIntegrand (a q k s t y : ℝ) : ℂ :=
  gaussian a (q + y - s) * gaussian a (q - y - t) * Complex.exp (Complex.I * k * y)
```

## Packets of finite width: a > 0

Physically, $a>0$ says that the packet is localised: $|g|^2$ has position variance $1/(2a)$, and a harmonic oscillator of mass $m$ and frequency $\omega$ has $a=m\omega/\hbar$ in its ground state.

The derivation uses this in a Gaussian integral. Put $c=(s+t)/2$ and $\delta=(s-t)/2$. Then

$$q+y-s=(q-c)+(y-\delta),\qquad q-y-t=(q-c)-(y-\delta),$$

and the squares add up to $2(q-c)^2+2(y-\delta)^2$. Hence

$$g(q+y-s)\,g(q-y-t)=e^{-a(q-c)^2}e^{-a(y-\delta)^2}.$$

With $u=y-\delta$, completing the square gives $-au^2+iku=-a\big(u-\tfrac{ik}{2a}\big)^2-\tfrac{k^2}{4a}$, so

$$\int g(q+y-s)\,g(q-y-t)\,e^{iky}\,dy=\sqrt{\frac{\pi}{a}}\;e^{-a(q-c)^2}\,e^{-k^2/(4a)}\,e^{ik\delta}.$$

Two packets thus contribute a Gaussian at their midpoint, with a phase set by half their separation.

```lean
/-- For `a > 0`, the integral of `pairIntegrand` over `y` is `√(π/a) exp(-k²/(4a))` times the
Gaussian `exp(-a(q-(s+t)/2)²)` at the midpoint, times the phase factor `exp(ik(s-t)/2)`. -/
theorem integral_pair {a : ℝ} (ha : 0 < a) (q k s t : ℝ) :
    ∫ y : ℝ, pairIntegrand a q k s t y =
      ((√(π / a) * Real.exp (-a * (q - (s + t) / 2) ^ 2) * Real.exp (-k ^ 2 / (4 * a)) : ℝ) : ℂ)
        * Complex.exp (Complex.I * k * (((s : ℂ) - t) / 2)) := by
  have ha' : (a : ℂ) ≠ 0 := Complex.ofReal_ne_zero.2 ha.ne'
  -- the integrand is the exponential of a quadratic polynomial in y
  have h : ∀ y : ℝ, pairIntegrand a q k s t y =
      Complex.exp (-(a : ℂ) * (y : ℂ) ^ 2 + ((a : ℂ) * (s - t) + Complex.I * k) * y
        + (-(a : ℂ) * (q - (s + t) / 2) ^ 2 - (a : ℂ) * ((s - t) / 2) ^ 2)) := by
    intro y
    simp only [pairIntegrand, gaussian, Complex.ofReal_exp]
    rw [← Complex.exp_add, ← Complex.exp_add]
    congr 1
    push_cast
    ring
  have hs : ((π : ℂ) / - -(a : ℂ)) ^ (1 / 2 : ℂ) = ((√(π / a) : ℝ) : ℂ) := by
    rw [neg_neg, Real.sqrt_eq_rpow, Complex.ofReal_cpow (by positivity)]
    simp
  -- completing the square
  have e : (-(a : ℂ) * (q - (s + t) / 2) ^ 2 - (a : ℂ) * ((s - t) / 2) ^ 2)
      - ((a : ℂ) * (s - t) + Complex.I * k) ^ 2 / (4 * -(a : ℂ)) =
      -(a : ℂ) * (q - (s + t) / 2) ^ 2 + -(k : ℂ) ^ 2 / (4 * a)
        + Complex.I * k * (((s : ℂ) - t) / 2) := by
    have hr : (a : ℂ) * (a : ℂ)⁻¹ = 1 := mul_inv_cancel₀ ha'
    linear_combination ((k : ℂ) ^ 2 / (4 * a)) * Complex.I_sq
      + ((a : ℂ) * (s - t) ^ 2 / 4 + Complex.I * k * (s - t) / 2) * hr
  simp_rw [h]
  rw [integral_cexp_quadratic (by simpa using ha), hs, e, Complex.exp_add, Complex.exp_add]
  push_cast
  ring
```

In the proof, `h` writes the integrand as the exponential of a quadratic in $y$, and `e` completes the square. Mathlib's `integral_cexp_quadratic` requires the quadratic coefficient to have negative real part, which `ha` supplies.

Integrability then follows from the value itself. Mathlib assigns the integral 0 to a non-integrable function, while the value just found is nonzero.

```lean
/-- For `a > 0` the product of the two Gaussians and the plane wave is integrable. -/
theorem integrable_pair {a : ℝ} (ha : 0 < a) (q k s t : ℝ) :
    Integrable (pairIntegrand a q k s t) := by
  -- a non-integrable function would have integral zero in Mathlib
  by_contra h
  have h0 := integral_pair ha q k s t
  rw [integral_undef h] at h0
  exact absurd h0.symm
    (mul_ne_zero (Complex.ofReal_ne_zero.2 (by positivity)) (Complex.exp_ne_zero _))
```

If $a=0$ the packets are constants, and if $a<0$ they grow with distance. In both cases the state is not normalisable and the integral over $y$ does not converge.

## A coherent superposition

The cat is assumed to be a pure state with a definite relative phase between its packets. The derivation uses this when it multiplies out $\psi^*(q+y)\,\psi(q-y)$ for $\psi=\alpha g(x-d)+\beta g(x+d)$. Leaving out the common factor $\sqrt{\pi/a}\,e^{-k^2/(4a)}$, the four integrals are

- $(s,t)=(d,d)$: $|\alpha|^2e^{-a(q-d)^2}$
- $(s,t)=(d,-d)$: $\alpha^*\beta\,e^{-aq^2}e^{ikd}$
- $(s,t)=(-d,d)$: $\beta^*\alpha\,e^{-aq^2}e^{-ikd}$
- $(s,t)=(-d,-d)$: $|\beta|^2e^{-a(q+d)^2}$

The middle two are complex conjugates, so they add up to $2e^{-aq^2}\,\mathrm{Re}(\alpha^*\beta\,e^{ikd})$. This is the fringe term, centred halfway between the packets.

```lean
/-- For `a > 0`, the Fourier integral over `y` of `ψ*(q+y) ψ(q-y)` for
`ψ = α g(x-d) + β g(x+d)` is the sum of two Gaussian humps and an interference term. -/
theorem integral_superposition {a : ℝ} (ha : 0 < a) (d : ℝ) (α β : ℂ) (q k : ℝ) :
    ∫ y : ℝ, conj (superposition a d α β (q + y)) * superposition a d α β (q - y)
        * Complex.exp (Complex.I * k * y) =
      ((√(π / a) * Real.exp (-k ^ 2 / (4 * a)) *
        (‖α‖ ^ 2 * Real.exp (-a * (q - d) ^ 2) + ‖β‖ ^ 2 * Real.exp (-a * (q + d) ^ 2)
          + 2 * Real.exp (-a * q ^ 2)
            * (conj α * β * Complex.exp (Complex.I * k * d)).re) : ℝ) : ℂ) := by
  have h1 := (integrable_pair ha q k d d).const_mul (conj α * α)
  have h2 := (integrable_pair ha q k d (-d)).const_mul (conj α * β)
  have h3 := (integrable_pair ha q k (-d) d).const_mul (conj β * α)
  have h4 := (integrable_pair ha q k (-d) (-d)).const_mul (conj β * β)
  have h12 : Integrable (fun y => conj α * α * pairIntegrand a q k d d y
      + conj α * β * pairIntegrand a q k d (-d) y) := h1.add h2
  have h123 : Integrable (fun y => conj α * α * pairIntegrand a q k d d y
      + conj α * β * pairIntegrand a q k d (-d) y
      + conj β * α * pairIntegrand a q k (-d) d y) := h12.add h3
  -- expand the product into four pairs
  have hexp : ∀ y : ℝ, conj (superposition a d α β (q + y)) * superposition a d α β (q - y)
        * Complex.exp (Complex.I * k * y) =
      conj α * α * pairIntegrand a q k d d y + conj α * β * pairIntegrand a q k d (-d) y
      + conj β * α * pairIntegrand a q k (-d) d y
      + conj β * β * pairIntegrand a q k (-d) (-d) y := by
    intro y
    simp only [superposition, pairIntegrand, map_add, map_mul, Complex.conj_ofReal,
      sub_neg_eq_add]
    ring
  have e1 := integral_pair ha q k d d
  rw [show (d + d) / 2 = d by ring, show ((d : ℂ) - d) / 2 = 0 by ring, mul_zero,
    Complex.exp_zero, mul_one] at e1
  have e2 := integral_pair ha q k d (-d)
  rw [show (d + -d) / 2 = 0 by ring, show ((d : ℂ) - (-d : ℝ)) / 2 = d by push_cast; ring,
    sub_zero] at e2
  have e3 := integral_pair ha q k (-d) d
  rw [show (-d + d) / 2 = 0 by ring, show (((-d : ℝ) : ℂ) - d) / 2 = -d by push_cast; ring,
    sub_zero, mul_neg] at e3
  have e4 := integral_pair ha q k (-d) (-d)
  rw [show (-d + -d) / 2 = -d by ring, show (((-d : ℝ) : ℂ) - (-d : ℝ)) / 2 = 0 by ring,
    mul_zero, Complex.exp_zero, mul_one, sub_neg_eq_add] at e4
  -- the two cross terms are complex conjugates of each other
  have he : conj (Complex.I * k * d) = -(Complex.I * k * d) := by simp
  have hc : conj (conj α * β * Complex.exp (Complex.I * k * d)) =
      conj β * α * Complex.exp (-(Complex.I * k * d)) := by
    rw [map_mul, map_mul, Complex.conj_conj, ← Complex.exp_conj, he]
    ring
  have hz : conj α * β * Complex.exp (Complex.I * k * d)
      + conj β * α * Complex.exp (-(Complex.I * k * d)) =
      2 * ((conj α * β * Complex.exp (Complex.I * k * d)).re : ℂ) := by
    rw [← hc, Complex.add_conj, Complex.ofReal_mul, Complex.ofReal_ofNat]
  simp_rw [hexp]
  rw [integral_add h123 h4, integral_add h12 h3, integral_add h1 h2]
  simp only [integral_const_mul]
  rw [e1, e2, e3, e4]
  simp only [Complex.ofReal_mul, Complex.ofReal_add, Complex.ofReal_pow, Complex.ofReal_ofNat]
  linear_combination
    ((√(π / a) : ℝ) : ℂ) * (Real.exp (-k ^ 2 / (4 * a)) : ℝ) *
      ((Real.exp (-a * (q - d) ^ 2) : ℝ) * Complex.conj_mul' α
        + (Real.exp (-a * (q + d) ^ 2) : ℝ) * Complex.conj_mul' β
        + (Real.exp (-a * q ^ 2) : ℝ) * hz)
```

The proof has the same layout. `hexp` expands the product, `e1` to `e4` evaluate the four integrals, and `hz` adds the conjugate pair. The integrability results allow the integral of the sum to be split. No condition is placed on $\alpha$ and $\beta$.

Without coherence, an equal mixture of the two packets has only the two humps, and its Wigner function is positive everywhere. Whether a laboratory state is the pure superposition assumed here is the step that the hypotheses leave open: contact with an environment can shrink the fringe term.

## A positive ħ

Here $\hbar$ sets the scale that converts momentum to wave number, $k=2p/\hbar$. Substituting this gives $k^2/(4a)=p^2/(a\hbar^2)$. With $\alpha=\beta=1$, the real part becomes $\mathrm{Re}\,e^{ikd}=\cos(2pd/\hbar)$. Multiplying by $1/(\pi\hbar)$ yields the formula at the top.

```lean
/-- For `a > 0` and `ħ > 0`, the Wigner function of the cat state is a positive constant times a
Gaussian in `p` times the sum of two humps at `q = ±d` and a fringe term `2 exp(-aq²) cos(2pd/ħ)`.
-/
theorem wigner_cat {a hbar : ℝ} (ha : 0 < a) (hh : 0 < hbar) (d : ℝ) :
    0 < √(π / a) / (π * hbar) ∧ ∀ q p : ℝ, wigner hbar (cat a d) q p =
      ((√(π / a) / (π * hbar) * Real.exp (-p ^ 2 / (a * hbar ^ 2)) *
        (Real.exp (-a * (q - d) ^ 2) + Real.exp (-a * (q + d) ^ 2)
          + 2 * Real.exp (-a * q ^ 2) * Real.cos (2 * p * d / hbar)) : ℝ) : ℂ) := by
  refine ⟨by positivity, fun q p => ?_⟩
  have hcat : cat a d = superposition a d 1 1 := by
    funext x
    simp only [cat, superposition, one_mul]
  have hre : (conj (1 : ℂ) * 1 * Complex.exp (Complex.I * (2 * p / hbar : ℝ) * d)).re =
      Real.cos (2 * p * d / hbar) := by
    rw [show Complex.I * ((2 * p / hbar : ℝ) : ℂ) * d = ((2 * p * d / hbar : ℝ) : ℂ) * Complex.I
      by push_cast; ring]
    simp only [map_one, one_mul, Complex.exp_ofReal_mul_I_re]
  rw [hcat, wigner, integral_superposition ha, hre, norm_one,
    show -(2 * p / hbar) ^ 2 / (4 * a) = -p ^ 2 / (a * hbar ^ 2) by ring]
  push_cast
  ring
```

The theorem has two parts: the constant is positive, and `wigner` equals the stated real expression, regarded as a complex number, at every `q` and `p`. The proof identifies `cat` with `superposition` at amplitudes 1 and 1 (`hcat`) and turns the real part into a cosine (`hre`). The hypothesis `hh` serves only the first part.

A negative $\hbar$ would leave the formula intact but make $C$ negative, reversing every sign of $W$. At $\hbar=0$ the definition has no meaning.

## Displaced packets: d ≠ 0

This hypothesis says that there are two packets and not one. At $q=0$ both humps have height $e^{-ad^2}$. At $p=(2k+1)\pi\hbar/(2d)$, where $k$ is now an integer and no longer the wave number, the argument of the cosine is $(2k+1)\pi$ and the cosine is $-1$. The bracket is therefore

$$2e^{-ad^2}-2<0,$$

because $ad^2>0$. The choice $k=0$ gives $p=\pi\hbar/(2d)$.

```lean
/-- For `a > 0`, `ħ > 0` and `d ≠ 0`, the Wigner function of the cat state has negative real part at
`q = 0` and `p = (2k+1)πħ/(2d)` for every integer `k`. -/
theorem wigner_cat_neg_fringes {a hbar d : ℝ} (ha : 0 < a) (hh : 0 < hbar) (hd : d ≠ 0)
    (k : ℤ) : (wigner hbar (cat a d) 0 ((2 * k + 1) * π * hbar / (2 * d))).re < 0 := by
  have hcos : Real.cos (2 * ((2 * k + 1) * π * hbar / (2 * d)) * d / hbar) = -1 := by
    have harg : 2 * ((2 * k + 1) * π * hbar / (2 * d)) * d / hbar = π + k * (2 * π) := by
      field_simp
      ring
    rw [harg, Real.cos_add_int_mul_two_pi, Real.cos_pi]
  have hlt : Real.exp (-a * d ^ 2) < 1 := by
    have hpos : 0 < a * d ^ 2 := by positivity
    exact Real.exp_lt_one_iff.2 (by linarith)
  rw [(wigner_cat ha hh d).2, Complex.ofReal_re, hcos]
  -- the fringe outweighs the two humps
  refine mul_neg_of_pos_of_neg (by positivity) ?_
  rw [show -a * (0 - d) ^ 2 = -a * d ^ 2 by ring, show -a * (0 + d) ^ 2 = -a * d ^ 2 by ring,
    show -a * (0 : ℝ) ^ 2 = 0 by ring, Real.exp_zero]
  linarith
```

The lemma `hcos` evaluates the cosine, and `hlt` is the inequality $e^{-ad^2}<1$. Both need `hd`: the first to cancel $d$, the second to make $ad^2$ positive. The statement concerns the real part, `.re`, which is the whole value by the preceding theorem.

At $d=0$ the state is $2g$, the bracket is $4e^{-aq^2}$, and no negative value remains. The last theorem combines the two cases. If $W$ is nonnegative everywhere, a nonzero $d$ would contradict the negative value at $k=0$; if $d=0$, every term is positive.

```lean
/-- For `a > 0` and `ħ > 0`, the real part of the Wigner function of the cat state is nonnegative on
all of phase space exactly when `d = 0`. -/
theorem wigner_cat_nonneg_iff {a hbar : ℝ} (ha : 0 < a) (hh : 0 < hbar) (d : ℝ) :
    (∀ q p : ℝ, 0 ≤ (wigner hbar (cat a d) q p).re) ↔ d = 0 := by
  constructor
  · intro h
    by_contra hd
    exact absurd (h 0 _) (not_le_of_gt (wigner_cat_neg_fringes ha hh hd 0))
  · intro hd q p
    rw [(wigner_cat ha hh d).2, Complex.ofReal_re, hd, mul_zero, zero_div, Real.cos_zero]
    positivity

end

end CatStateWigner
```

```lean
#print axioms CatStateWigner.wigner_cat_neg_fringes
-- 'CatStateWigner.wigner_cat_neg_fringes' depends on axioms: [propext, Classical.choice, Quot.sound]
#print axioms CatStateWigner.wigner_cat_nonneg_iff
-- 'CatStateWigner.wigner_cat_nonneg_iff' depends on axioms: [propext, Classical.choice, Quot.sound]
```

## Two separations in numbers

The squared norm of the cat state is $2\sqrt{\pi/a}\,(1+e^{-ad^2})$. Dividing $W$ by it gives the normalised value at the points $q=0$, $p=(2k+1)\pi\hbar/(2d)$,

$$-\frac{1}{\pi\hbar}\tanh\!\Big(\frac{ad^2}{2}\Big)\exp\!\Big(-\frac{(2k+1)^2\pi^2}{4ad^2}\Big).$$

This rescaling and the numbers below are worked out from the formula and are not part of the Lean file.

Take $a=\hbar=1$, $d=2$ and $k=0$, so that $p=\pi/4\approx0.785$. The factors are $1/\pi\approx0.318$, $\tanh 2\approx0.964$ and $e^{-\pi^2/16}\approx0.540$, and the normalised value is about $-0.166$. For $d=1/2$ the point moves out to $p=\pi$, where the factors are $0.318$, $\tanh(1/8)\approx0.124$ and $e^{-\pi^2}\approx5.2\times10^{-5}$. The value is about $-2.0\times10^{-6}$: still negative, but very small. Neither number is the minimum of $W$: at these points the cosine is stationary in $p$ while the Gaussian factor is not, so $W$ is lower at slightly smaller $|p|$.

## The fringe in a grid calculation

A program that computes $W$ from a wave function on a grid usually fixes $q$, forms the array $\psi^*(q+y)\,\psi(q-y)$ over $y$, and applies a fast Fourier transform. For the cat state at $q=0$, this array is

$$e^{-a(y-d)^2}+e^{-a(y+d)^2}+2e^{-ad^2}e^{-ay^2}.$$

The two outer peaks, at $y=\pm d$, transform into the fringe of period $\pi\hbar/|d|$ in $p$. The central peak gives what the two humps contribute at $q=0$. A window of total length $L$ in $y$ yields momentum points spaced by $\pi\hbar/L$, so a window that holds both outer peaks, $L>2|d|$, makes this spacing less than half a fringe period.

When such a $W$ supplies the starting points of classical trajectories, its negative regions have no direct reading as probabilities. One procedure draws points from $|W|$ and gives each trajectory the sign of $W$ as a weight.
